# Left-canonical form of any finite matrix product chain, with no rank condition

Take $n$ sites with arbitrary complex $D\times D$ matrices $A_k^{s}$, where $k=0,\dots,n-1$ and $s$ runs over a finite nonempty set $S$ of physical states that form an orthonormal basis at each site. There are left-canonical tensors $Q_k$, meaning $\sum_s (Q_k^s)^\dagger Q_k^s=1$, and one upper triangular matrix $R$ such that, for every string $(s_0,\dots,s_{n-1})$,

$$A_0^{s_0}\cdots A_{n-1}^{s_{n-1}}=Q_0^{s_0}\cdots Q_{n-1}^{s_{n-1}}\,R .$$

The same matrix product state can be written with many different tensors. Finite-chain DMRG uses this freedom to make the bond bases orthonormal. The theorem gives the analogous form for uniform bond dimension $D$ and open end bonds, even when the tensors are rank deficient; here the bases are orthonormal when the left end bond is counted as an extra index beside the physical states.

```lean
import Mathlib

open Matrix InnerProductSpace

namespace MPSLeftCanonicalSweep
```

## Tensors, strings and their products

A site tensor assigns a matrix to each physical state. All sites share the same $S$ and $D$.

```lean
/-- A site tensor: one complex `D × D` matrix for each physical state in `S`. -/
abbrev Tensor (S : Type*) (D : ℕ) := S → Matrix (Fin D) (Fin D) ℂ
```

Left-canonical means that the $D$ columns obtained by stacking the matrices $Q^s$ on top of each other are orthonormal.

```lean
variable {S : Type*} {D n : ℕ}

/-- A tensor is left-canonical when `∑ s, (Q s)ᴴ * Q s` is the identity on the bond space. -/
def LeftCanonical [Fintype S] (Q : Tensor S D) : Prop :=
  ∑ s, (Q s)ᴴ * Q s = 1
```

In Lean, `s` denotes a single state in a tensor and a whole string in a chain. The product is matrix-valued, with both end bonds open; for $n=0$ it is the identity.

```lean
/-- The ordered matrix product that a chain of `n` site tensors assigns to a string `s`
of physical states. -/
def stringProduct (A : Fin n → Tensor S D) (s : Fin n → S) : Matrix (Fin D) (Fin D) ℂ :=
  (List.ofFn fun k => A k (s k)).prod
```

Splitting off site 0 gives the recursion used in every induction below.

```lean
/-- The matrix product of a string is the matrix of the first site times the product over
the remaining sites. -/
theorem stringProduct_succ (A : Fin (n + 1) → Tensor S D) (s : Fin (n + 1) → S) :
    stringProduct A s =
      A 0 (s 0) * stringProduct (fun k => A k.succ) (fun k => s k.succ) := by
  simp [stringProduct, List.ofFn_succ]
```

## QR at one site, dependent columns included

Stack the matrices $M^s$ into columns $f_j\in\mathbb C^{N}$, with $N=|S|D$ and components $(f_j)_{(s,a)}=M^s_{aj}$. Since $S$ is nonempty, $D\le N$, and zero vectors pad the list to length $N$.

Run Gram–Schmidt. Where a column depends on earlier ones, it yields zero; fill those places with unit vectors that complete an orthonormal basis $b_0,\dots,b_{N-1}$. Each $f_j$ lies in the span of the nonzero Gram–Schmidt vectors up to position $j$, and the filled-in vectors are orthogonal to all of these. Hence $\langle b_i,f_j\rangle=0$ for $i>j$, and

$$f_j=\sum_{i\le j}\langle b_i,f_j\rangle\, b_i .$$

For $j<D$ only the first $D$ basis vectors occur. Setting $Q^s_{ai}=(b_i)_{(s,a)}$ and $R_{ij}=\langle b_i,f_j\rangle$ gives $M^s=Q^sR$.

It is wrong to keep the zero vectors as columns of $Q$: the product $QR$ would still be correct, but $\sum_s (Q^s)^\dagger Q^s$ would be a projector with zeros on its diagonal instead of the identity.

In the proof, `e` embeds the first $D$ positions into all $N$, `hb` is the triangularity, and `hs` is the truncated expansion.

```lean
variable [Fintype S]

/-- QR step at one site: for a nonempty physical index, every tensor is a left-canonical
tensor times an upper triangular bond matrix. -/
theorem site_qr [Nonempty S] (M : Tensor S D) :
    ∃ (Q : Tensor S D) (R : Matrix (Fin D) (Fin D) ℂ),
      LeftCanonical Q ∧ (∀ i j, j < i → R i j = 0) ∧ ∀ s, M s = Q s * R := by
  classical
  have hDN : D ≤ Fintype.card (S × Fin D) := by
    rw [Fintype.card_prod, Fintype.card_fin]
    exact Nat.le_mul_of_pos_left D Fintype.card_pos
  let e : Fin D → Fin (Fintype.card (S × Fin D)) := Fin.castLE hDN
  have he : Function.Injective e := Fin.castLE_injective hDN
  -- The columns of the stacked tensor, padded with zero vectors.
  obtain ⟨f, hf⟩ : ∃ f : Fin (Fintype.card (S × Fin D)) → EuclideanSpace ℂ (S × Fin D),
      ∀ j, f (e j) = WithLp.toLp 2 (fun p => M p.1 p.2 j) :=
    ⟨fun i => if h : (i : ℕ) < D then WithLp.toLp 2 (fun p => M p.1 p.2 ⟨i, h⟩) else 0,
      fun j => by simp [e]⟩
  have hcard : Module.finrank ℂ (EuclideanSpace ℂ (S × Fin D)) =
      Fintype.card (Fin (Fintype.card (S × Fin D))) := by simp
  -- Gram-Schmidt, completed to a full orthonormal basis.
  obtain ⟨b, hb⟩ : ∃ b : OrthonormalBasis (Fin (Fintype.card (S × Fin D))) ℂ
      (EuclideanSpace ℂ (S × Fin D)), ∀ i j, i < j → inner ℂ (b j) (f i) = 0 :=
    ⟨gramSchmidtOrthonormalBasis hcard f,
      fun _ _ h => gramSchmidtOrthonormalBasis_inv_triangular hcard f h⟩
  refine ⟨fun s => Matrix.of fun a j => (b (e j)).ofLp (s, a),
    Matrix.of fun i j => inner ℂ (b (e i)) (f (e j)), ?_, ?_, ?_⟩
  · -- Orthonormality of the basis is the left-canonical condition.
    unfold LeftCanonical
    ext i j
    rw [Matrix.sum_apply, Matrix.one_apply]
    trans (inner ℂ (b (e i)) (b (e j)))
    · rw [PiLp.inner_apply, Fintype.sum_prod_type]
      refine Finset.sum_congr rfl fun s _ => ?_
      rw [Matrix.mul_apply]
      refine Finset.sum_congr rfl fun a _ => ?_
      simp [Matrix.conjTranspose_apply, mul_comm]
    · rw [orthonormal_iff_ite.mp b.orthonormal]
      simp [he.eq_iff]
  · intro i j h
    exact hb (e j) (e i) h
  · intro s
    ext a j
    -- The first `D` basis vectors already reproduce each column.
    have hs : ∑ i, inner ℂ (b (e i)) (f (e j)) • b (e i) = f (e j) := by
      refine (Fintype.sum_of_injective e he _
        (fun k => inner ℂ (b k) (f (e j)) • b k) ?_ (fun _ => rfl)).trans (b.sum_repr' _)
      intro k hk
      have hlt : e j < k := by
        by_contra hc
        have hk' : (k : ℕ) ≤ j := not_lt.mp hc
        exact hk ⟨⟨k, lt_of_le_of_lt hk' j.isLt⟩, rfl⟩
      simp only [hb _ _ hlt, zero_smul]
    have h4 : (f (e j)).ofLp (s, a) = M s a j := by rw [hf]
    have h3 := congrArg (fun v : EuclideanSpace ℂ (S × Fin D) => v.ofLp (s, a)) hs
    simp only [WithLp.ofLp_sum, WithLp.ofLp_smul, Finset.sum_apply, Pi.smul_apply,
      smul_eq_mul, h4] at h3
    rw [Matrix.mul_apply, ← h3]
    exact Finset.sum_congr rfl fun i _ => mul_comm _ _
```

## Passing the bond matrix along the chain

Let an upper triangular $L$ enter from the left. Factor $L A_0^{s}=Q_0^{s}R_0$, then let $R_0$ enter the remaining chain:

$$L A_0^{s_0}A_1^{s_1}\cdots=Q_0^{s_0}\,(R_0A_1^{s_1}\cdots)=Q_0^{s_0}Q_1^{s_1}\cdots R .$$

The induction must hold for every incoming $L$, hence `generalizing L`. With no sites left, $R=L$.

```lean
/-- The QR sweep with an upper triangular matrix `L` entering from the left: for a nonempty
physical index, `L` times the chain is a left-canonical chain times an upper triangular `R`. -/
theorem sweep_from [Nonempty S] (A : Fin n → Tensor S D) (L : Matrix (Fin D) (Fin D) ℂ)
    (hL : ∀ i j, j < i → L i j = 0) :
    ∃ (Q : Fin n → Tensor S D) (R : Matrix (Fin D) (Fin D) ℂ),
      (∀ k, LeftCanonical (Q k)) ∧ (∀ i j, j < i → R i j = 0) ∧
        ∀ s, L * stringProduct A s = stringProduct Q s * R := by
  induction n generalizing L with
  | zero => exact ⟨A, L, fun k => k.elim0, hL, fun s => by simp [stringProduct]⟩
  | succ n ih =>
    -- Absorb `L` into the first site, factor, and hand `R₀` to the next site.
    obtain ⟨Q₀, R₀, h₀, ht, hq⟩ := site_qr (fun s => L * A 0 s)
    obtain ⟨Q, R, hQ, hR, h⟩ := ih (fun k => A k.succ) R₀ ht
    refine ⟨Fin.cons (α := fun _ => Tensor S D) Q₀ Q, R, ?_, hR, fun s => ?_⟩
    · intro k
      refine Fin.cases ?_ (fun k => ?_) k
      · simpa using h₀
      · simpa using hQ k
    · rw [stringProduct_succ, stringProduct_succ, ← mul_assoc,
        show L * A 0 (s 0) = Q₀ (s 0) * R₀ from hq (s 0), mul_assoc (Q₀ (s 0)), h]
      simp only [Fin.cons_zero, Fin.cons_succ, mul_assoc]
```

Starting from $L=1$ gives the result. No step inverts a bond matrix. Indeed $Q$ and $A$ need not be related by invertible gauge matrices: if $D>0$ and every $A_k^s$ is zero, no such relation can produce the nonzero tensors $Q_k$.

```lean
/-- Every chain of `D × D` tensors with nonempty physical index equals, string by string,
a left-canonical chain times one upper triangular matrix `R`. -/
theorem exists_leftCanonical_form [Nonempty S] (A : Fin n → Tensor S D) :
    ∃ (Q : Fin n → Tensor S D) (R : Matrix (Fin D) (Fin D) ℂ),
      (∀ k, LeftCanonical (Q k)) ∧ (∀ i j, j < i → R i j = 0) ∧
        ∀ s, stringProduct A s = stringProduct Q s * R := by
  simpa only [one_mul] using
    sweep_from A 1 (fun i j h => Matrix.one_apply_ne (ne_of_gt h))
```

Applied to the reversed chain of adjoint matrices, the same argument gives a right-canonical form, with a lower triangular matrix on the left; this mirrored version is an informal remark.

## What the final matrix carries

Write $Q(s)$ and $A(s)$ for the string products. In $\sum_s Q(s)^\dagger Q(s)$, the sum over $s_0$ puts $\sum_{s_0}(Q_0^{s_0})^\dagger Q_0^{s_0}=1$ in the middle; the remaining sites follow by induction.

```lean
/-- The string products of a left-canonical chain together form an isometry from the right
bond space. -/
theorem leftCanonical_chain (Q : Fin n → Tensor S D) (hQ : ∀ k, LeftCanonical (Q k)) :
    ∑ s, (stringProduct Q s)ᴴ * stringProduct Q s = 1 := by
  induction n with
  | zero => simp [stringProduct]
  | succ n ih =>
    rw [← (Fin.consEquiv (fun _ : Fin (n + 1) => S)).sum_comp, Fintype.sum_prod_type_right]
    -- Contract the first site, which leaves the identity.
    calc _ = ∑ t : Fin n → S, (stringProduct (fun k => Q k.succ) t)ᴴ *
          (∑ a, (Q 0 a)ᴴ * Q 0 a) * stringProduct (fun k => Q k.succ) t := by
          refine Finset.sum_congr rfl fun t _ => ?_
          rw [Finset.mul_sum, Finset.sum_mul]
          refine Finset.sum_congr rfl fun a _ => ?_
          rw [stringProduct_succ]
          simp [Fin.consEquiv, Matrix.conjTranspose_mul, Matrix.mul_assoc]
      _ = 1 := by
          rw [show ∑ a, (Q 0 a)ᴴ * Q 0 a = 1 from hQ 0]
          simpa using ih (fun k => Q k.succ) (fun k => hQ k.succ)
```

Inserting $A(s)=Q(s)R$ gives

$$\sum_s A(s)^\dagger A(s)=R^\dagger\Big(\sum_s Q(s)^\dagger Q(s)\Big)R=R^\dagger R .$$

This sum also runs over the left bond index. An open-boundary state can be described by padding its smaller end tensors with zeros to $D\times D$, so that each amplitude is the $(0,0)$ entry of $A(s)$; the norm of the state is then $|R_{00}|$. After this padding, the block states obtained from the $Q_k$ by fixing the left end index at $0$ need not be orthonormal.

```lean
/-- If a chain is a left-canonical chain times `R`, its Gram matrix on the right bond, summed
over all strings, is `Rᴴ * R`. -/
theorem gram_eq (A Q : Fin n → Tensor S D) (R : Matrix (Fin D) (Fin D) ℂ)
    (hQ : ∀ k, LeftCanonical (Q k)) (h : ∀ s, stringProduct A s = stringProduct Q s * R) :
    ∑ s, (stringProduct A s)ᴴ * stringProduct A s = Rᴴ * R := by
  calc _ = Rᴴ * (∑ s, (stringProduct Q s)ᴴ * stringProduct Q s) * R := by
        rw [Finset.mul_sum, Finset.sum_mul]
        refine Finset.sum_congr rfl fun s _ => ?_
        rw [h s, Matrix.conjTranspose_mul]
        simp only [Matrix.mul_assoc]
    _ = Rᴴ * R := by rw [leftCanonical_chain Q hQ, mul_one]
```

If $Rv=0$, then $A(s)v=Q(s)Rv=0$ for every string. Conversely, $R=\sum_s Q(s)^\dagger A(s)$, so a vector annihilated by every $A(s)$ is annihilated by $R$. The rank deficiency of the whole chain, seen from its right bond, therefore sits in $R$.

```lean
/-- If a chain is a left-canonical chain times `R`, then `R` annihilates exactly those bond
vectors that every string product of the original chain annihilates. -/
theorem kernel_eq (A Q : Fin n → Tensor S D) (R : Matrix (Fin D) (Fin D) ℂ)
    (hQ : ∀ k, LeftCanonical (Q k)) (h : ∀ s, stringProduct A s = stringProduct Q s * R)
    (v : Fin D → ℂ) : R *ᵥ v = 0 ↔ ∀ s, stringProduct A s *ᵥ v = 0 := by
  constructor
  · intro hv s
    rw [h s, ← Matrix.mulVec_mulVec, hv, Matrix.mulVec_zero]
  · intro hv
    -- The isometry property recovers `R` from the original chain.
    have hR : R = ∑ s, (stringProduct Q s)ᴴ * stringProduct A s := by
      simp only [h, ← Matrix.mul_assoc]
      rw [← Finset.sum_mul, leftCanonical_chain Q hQ, one_mul]
    rw [hR]
    refine (map_sum (Matrix.mulVec.addMonoidHomLeft v) _ _).trans
      (Finset.sum_eq_zero fun s _ => ?_)
    change ((stringProduct Q s)ᴴ * stringProduct A s) *ᵥ v = 0
    rw [← Matrix.mulVec_mulVec, hv s, Matrix.mulVec_zero]
```

If $S$ is empty, the left-canonical sum is zero, which differs from the identity when $D>0$. A left-canonical chain with at least one site and $D>0$ therefore needs a physical state.

```lean
/-- For nonzero bond dimension, a left-canonical tensor exists only if there is at least one
physical state. -/
theorem physical_index_nonempty [NeZero D] (Q : Tensor S D) (hQ : LeftCanonical Q) :
    Nonempty S := by
  by_contra hS
  rw [not_nonempty_iff] at hS
  have h : ∑ s, (Q s)ᴴ * Q s = 1 := hQ
  rw [Finset.univ_eq_empty, Finset.sum_empty] at h
  have h' := congrFun (congrFun h 0) 0
  simp at h'

end MPSLeftCanonicalSweep
```

```lean
#print axioms MPSLeftCanonicalSweep.exists_leftCanonical_form
#print axioms MPSLeftCanonicalSweep.leftCanonical_chain
#print axioms MPSLeftCanonicalSweep.kernel_eq
#print axioms MPSLeftCanonicalSweep.physical_index_nonempty
```

```
'MPSLeftCanonicalSweep.exists_leftCanonical_form' depends on axioms: [propext, Classical.choice, Quot.sound]
'MPSLeftCanonicalSweep.leftCanonical_chain' depends on axioms: [propext, Classical.choice, Quot.sound]
'MPSLeftCanonicalSweep.kernel_eq' depends on axioms: [propext, Classical.choice, Quot.sound]
'MPSLeftCanonicalSweep.physical_index_nonempty' depends on axioms: [propext, Classical.choice, Quot.sound]
```
